# The Fock term (x·y) ln R: bounded Laplacian, divergent mixed derivative

**Q:** You store electron positions as plain coordinate tuples, and Mathlib gives those the maximum norm. Is your R still the hyperradius?

**A:** Yes, because R is built from dot products, not from that norm. With the nucleus at the origin and the electrons at x and y,

R² = x·x + y·y, F = (x·y) ln R.

In three dimensions F is, up to a constant factor, the leading logarithmic term in Fock's small-R expansion of the helium ground state with a fixed nucleus. It is not the exchange term of Hartree–Fock theory. The index type `ι` labels the n coordinates of each electron; `Fin 3` is ordinary space.

```lean
import Mathlib

open Filter Topology Matrix Function

namespace FockLogarithm

noncomputable section

variable {ι : Type*} [Fintype ι]

/-- The hyperradius `R = √(|x|² + |y|²)` of two electrons at `x` and `y`. -/
def hyperR (x y : ι → ℝ) : ℝ := √(x ⬝ᵥ x + y ⬝ᵥ y)

/-- The Fock term `F = (x·y) ln R`, for `R ≠ 0`; at the origin it is set to zero. -/
def fockTerm (x y : ι → ℝ) : ℝ := x ⬝ᵥ y * Real.log (hyperR x y)
```

**Q:** What do you need to know about R?

**A:** It is positive unless both electrons sit at the nucleus, and it controls the dot product. Expanding |x + y|² ≥ 0 and |x − y|² ≥ 0 gives

|x·y| ≤ R²/2.

`abs_dot_le` does exactly this.

```lean
private lemma dot_self_nonneg (x : ι → ℝ) : 0 ≤ x ⬝ᵥ x :=
  Finset.sum_nonneg fun i _ => mul_self_nonneg (x i)

private lemma hyperR_sq (x y : ι → ℝ) : hyperR x y ^ 2 = x ⬝ᵥ x + y ⬝ᵥ y :=
  Real.sq_sqrt (add_nonneg (dot_self_nonneg x) (dot_self_nonneg y))

private lemma hyperR_comm (x y : ι → ℝ) : hyperR x y = hyperR y x := by
  rw [hyperR, hyperR, add_comm]

private lemma hyperR_pos {p : (ι → ℝ) × (ι → ℝ)} (h : p ≠ 0) : 0 < hyperR p.1 p.2 := by
  have h1 := dot_self_nonneg p.1
  have h2 := dot_self_nonneg p.2
  refine Real.sqrt_pos.2 (lt_of_le_of_ne (add_nonneg h1 h2) fun h0 => h ?_)
  exact Prod.ext (dotProduct_self_eq_zero.1 (by linarith))
    (dotProduct_self_eq_zero.1 (by linarith))

private lemma abs_dot_le (x y : ι → ℝ) : |x ⬝ᵥ y| ≤ hyperR x y ^ 2 / 2 := by
  have h1 := dot_self_nonneg (x + y)
  have h2 := dot_self_nonneg (x - y)
  simp only [add_dotProduct, dotProduct_add] at h1
  simp only [sub_dotProduct, dotProduct_sub] at h2
  have hc := dotProduct_comm y x
  rw [hyperR_sq, abs_le]
  constructor <;> linarith
```

**Q:** And the derivatives? I want the usual partial derivatives.

**A:** They are: `update x i t` replaces xᵢ by t, and `partialX` differentiates in t at the original xᵢ. The Laplacian sums all 2n pure second derivatives, without masses or the factor −½.

```lean
variable [DecidableEq ι]

/-- Partial derivative in the `i`-th coordinate of the first electron. -/
def partialX (i : ι) (f : (ι → ℝ) → (ι → ℝ) → ℝ) (x y : ι → ℝ) : ℝ :=
  deriv (fun t => f (update x i t) y) (x i)

/-- Partial derivative in the `i`-th coordinate of the second electron. -/
def partialY (i : ι) (f : (ι → ℝ) → (ι → ℝ) → ℝ) (x y : ι → ℝ) : ℝ :=
  deriv (fun t => f x (update y i t)) (y i)

/-- The Laplacian in all coordinates of both electrons. -/
def laplacian (f : (ι → ℝ) → (ι → ℝ) → ℝ) (x y : ι → ℝ) : ℝ :=
  ∑ i, (partialX i (partialX i f) x y + partialY i (partialY i f) x y)
```

**Q:** Lean's `deriv` returns zero where no derivative exists. Could your bound come from that?

**A:** No. The derivatives are established as `HasDerivAt` statements, which include existence. The ingredients are

∂(x·y)/∂xᵢ = yᵢ, ∂R²/∂xᵢ = 2xᵢ, ∂(ln R)/∂xᵢ = xᵢ/R².

The last follows from ln R = ½ ln R², so the square root is never differentiated.

```lean
omit [Fintype ι] in
private lemma update_eq (x : ι → ℝ) (i : ι) (t : ℝ) :
    update x i t = x + Pi.single i (t - x i) := by
  ext j
  by_cases h : j = i
  · subst h; simp
  · simp [h]

private lemma dot_line (x y : ι → ℝ) (i : ι) :
    HasDerivAt (fun t => update x i t ⬝ᵥ y) (y i) (x i) := by
  simp only [update_eq, add_dotProduct, single_dotProduct]
  exact ((((hasDerivAt_id' (x i)).sub_const (x i)).mul_const (y i)).const_add
    (x ⬝ᵥ y)).congr_deriv (by ring)

private lemma sq_line (x y : ι → ℝ) (i : ι) :
    HasDerivAt (fun t => hyperR (update x i t) y ^ 2) (2 * x i) (x i) := by
  have e : (fun t => hyperR (update x i t) y ^ 2) =
      fun t => (x ⬝ᵥ x + y ⬝ᵥ y) + (t ^ 2 - x i ^ 2) := by
    funext t
    rw [hyperR_sq, update_eq]
    simp only [add_dotProduct, dotProduct_add, single_dotProduct, dotProduct_single,
      Pi.add_apply, Pi.single_eq_same]
    ring
  rw [e]
  exact (((hasDerivAt_pow 2 (x i)).sub_const (x i ^ 2)).const_add
    (x ⬝ᵥ x + y ⬝ᵥ y)).congr_deriv (by simp)

private lemma log_line (x y : ι → ℝ) (i : ι) (h : hyperR x y ≠ 0) :
    HasDerivAt (fun t => Real.log (hyperR (update x i t) y))
      (x i / hyperR x y ^ 2) (x i) := by
  have e : (fun t => Real.log (hyperR (update x i t) y)) =
      fun t => Real.log (hyperR (update x i t) y ^ 2) / 2 := by
    funext t
    rw [Real.log_pow]
    push_cast
    ring
  have d := ((sq_line x y i).log (by
    simp only [update_eq_self]; exact pow_ne_zero 2 h)).div_const 2
  simp only [update_eq_self] at d
  rw [e]
  exact d.congr_deriv (by ring)
```

The product rule then gives

∂F/∂xᵢ = yᵢ ln R + (x·y) xᵢ/R².

At the origin F vanishes along each coordinate line, so the derivative there is zero.

```lean
/-- The first derivative of the Fock term in `xᵢ` is `yᵢ ln R + (x·y) xᵢ / R²`; at the origin the
derivative is zero, and the right-hand side is read as zero. -/
theorem hasDerivAt_fockTerm (x y : ι → ℝ) (i : ι) :
    HasDerivAt (fun t => fockTerm (update x i t) y)
      (y i * Real.log (hyperR x y) + x ⬝ᵥ y * x i / hyperR x y ^ 2) (x i) := by
  by_cases h : (x, y) = 0
  · obtain ⟨rfl, rfl⟩ := Prod.mk_eq_zero.1 h
    have e : (fun t => fockTerm (update (0 : ι → ℝ) i t) 0) = fun _ => 0 := by
      funext t
      simp [fockTerm]
    rw [e]
    exact (hasDerivAt_const _ _).congr_deriv (by simp)
  · have d := (dot_line x y i).fun_mul (log_line x y i (hyperR_pos h).ne')
    simp only [update_eq_self] at d
    exact d.congr_deriv (by ring)

private lemma partialX_fockTerm (x y : ι → ℝ) (i : ι) : partialX i fockTerm x y =
    y i * Real.log (hyperR x y) + x ⬝ᵥ y * x i / hyperR x y ^ 2 :=
  (hasDerivAt_fockTerm x y i).deriv
```

**Q:** Where does the logarithm go in the second derivatives?

**A:** Differentiate again in xᵢ. The factor yᵢ is constant, so ln R survives only through its derivative:

∂²F/∂xᵢ² = xᵢyᵢ/R² + (xᵢyᵢ + x·y)/R² − 2(x·y)xᵢ²/R⁴
= 2xᵢyᵢ/R² + x·y/R² − 2(x·y)xᵢ²/R⁴.

```lean
/-- Away from the origin the pure second derivative of the Fock term in `xᵢ` exists and
contains no logarithm. -/
theorem hasDerivAt_pure (x y : ι → ℝ) (i : ι) (h : hyperR x y ≠ 0) :
    HasDerivAt (fun t => partialX i fockTerm (update x i t) y)
      (2 * x i * y i / hyperR x y ^ 2 + x ⬝ᵥ y / hyperR x y ^ 2
        - 2 * (x ⬝ᵥ y) * x i ^ 2 / hyperR x y ^ 4) (x i) := by
  simp only [partialX_fockTerm, update_self]
  have d := ((log_line x y i h).const_mul (y i)).fun_add
    (((dot_line x y i).fun_mul (hasDerivAt_id' (x i))).fun_div (sq_line x y i) (by
      simp only [update_eq_self]; exact pow_ne_zero 2 h))
  simp only [update_eq_self] at d
  refine d.congr_deriv ?_
  field_simp
  ring
```

Differentiate in yᵢ instead, and the factor yᵢ releases the logarithm:

∂²F/∂xᵢ∂yᵢ = ln R + (xᵢ² + yᵢ²)/R² − 2(x·y)xᵢyᵢ/R⁴.

In both proofs the product and quotient rules build the derivative, and `field_simp` and `ring` tidy it.

```lean
/-- Away from the origin the mixed second derivative of the Fock term in `xᵢ` and `yᵢ`
exists and contains `ln R` itself. -/
theorem hasDerivAt_mixed (x y : ι → ℝ) (i : ι) (h : hyperR x y ≠ 0) :
    HasDerivAt (fun t => partialX i fockTerm x (update y i t))
      (Real.log (hyperR x y) + (x i ^ 2 + y i ^ 2) / hyperR x y ^ 2
        - 2 * (x ⬝ᵥ y) * (x i * y i) / hyperR x y ^ 4) (y i) := by
  have e : (fun t => partialX i fockTerm x (update y i t)) =
      fun t => t * Real.log (hyperR (update y i t) x) +
        update y i t ⬝ᵥ x * x i / hyperR (update y i t) x ^ 2 := by
    funext t
    rw [partialX_fockTerm, update_self, hyperR_comm x, dotProduct_comm x]
  have h' : hyperR y x ≠ 0 := by rwa [hyperR_comm]
  have d := ((hasDerivAt_id' (y i)).fun_mul (log_line y x i h')).fun_add
    (((dot_line y x i).mul_const (x i)).fun_div (sq_line y x i) (by
      simp only [update_eq_self]; exact pow_ne_zero 2 h'))
  simp only [update_eq_self] at d
  rw [e, hyperR_comm x y, dotProduct_comm x y]
  refine d.congr_deriv ?_
  field_simp
  ring
```

**Q:** Now the Laplacian.

**A:** F is symmetric under exchange of the electrons, so `partialY_twice` obtains the y-derivatives from the x-derivatives. Summing over i,

ΔF = 4(x·y)/R² + 2n(x·y)/R² − 2(x·y)R²/R⁴
= (2n + 2)(x·y)/R².

With |x·y| ≤ R²/2 this yields |ΔF| ≤ n + 1. The bound is attained at x = y ≠ 0, where R² = 2 x·x.

```lean
private lemma partialY_twice (x y : ι → ℝ) (i : ι) :
    partialY i (partialY i fockTerm) x y = partialX i (partialX i fockTerm) y x := by
  have e : partialY i fockTerm = fun a b => partialX i fockTerm b a := by
    funext a b
    exact congrArg (fun g => deriv g (b i)) (funext fun t => by
      rw [fockTerm, fockTerm, dotProduct_comm, hyperR_comm])
  rw [e]
  rfl

/-- With `n` coordinates per electron, `ΔF = (2n + 2) x·y / R²` away from the origin. -/
theorem laplacian_fockTerm (x y : ι → ℝ) (h : hyperR x y ≠ 0) :
    laplacian fockTerm x y = (2 * Fintype.card ι + 2) * (x ⬝ᵥ y) / hyperR x y ^ 2 := by
  have h' : hyperR y x ≠ 0 := by rwa [hyperR_comm]
  have key : ∀ i, partialX i (partialX i fockTerm) x y
      + partialY i (partialY i fockTerm) x y =
      4 / hyperR x y ^ 2 * (x i * y i) + 2 * (x ⬝ᵥ y) / hyperR x y ^ 2
        - 2 * (x ⬝ᵥ y) / hyperR x y ^ 4 * (x i * x i + y i * y i) := by
    intro i
    have h1 : partialX i (partialX i fockTerm) x y = _ := (hasDerivAt_pure x y i h).deriv
    have h2 : partialX i (partialX i fockTerm) y x = _ := (hasDerivAt_pure y x i h').deriv
    rw [partialY_twice, h1, h2, hyperR_comm y x, dotProduct_comm y x]
    ring
  have hp : ∑ i, x i * y i = x ⬝ᵥ y := rfl
  have hs : ∑ i, x i * x i + ∑ i, y i * y i = hyperR x y ^ 2 := (hyperR_sq x y).symm
  -- summing over coordinates rebuilds `x·y` and `R²`
  simp only [laplacian, key, Finset.sum_sub_distrib, Finset.sum_add_distrib,
    ← Finset.mul_sum, Finset.sum_const, Finset.card_univ, nsmul_eq_mul]
  rw [hs, hp]
  field_simp
  ring

/-- With `n` coordinates per electron, `|ΔF| ≤ n + 1` away from the origin. -/
theorem abs_laplacian_le (x y : ι → ℝ) (h : hyperR x y ≠ 0) :
    |laplacian fockTerm x y| ≤ Fintype.card ι + 1 := by
  have hR : 0 < hyperR x y ^ 2 := by positivity
  have hn : (0 : ℝ) ≤ 2 * Fintype.card ι + 2 := by positivity
  rw [laplacian_fockTerm x y h, abs_div, abs_mul, abs_of_nonneg hn, abs_of_pos hR,
    div_le_iff₀ hR]
  linarith [mul_le_mul_of_nonneg_left (abs_dot_le x y) hn]

/-- With `n` coordinates per electron, `ΔF = n + 1` wherever the two electrons coincide
away from the origin. -/
theorem laplacian_diagonal (x : ι → ℝ) (h : hyperR x x ≠ 0) :
    laplacian fockTerm x x = Fintype.card ι + 1 := by
  rw [laplacian_fockTerm x x h, div_eq_iff (pow_ne_zero 2 h), hyperR_sq]
  ring
```

**Q:** Does the mixed derivative diverge from every direction?

**A:** Yes. The filter `𝓝[≠] 0` means that the pair (x, y) approaches the origin in any manner without reaching it. The second term of the mixed derivative is at most 1, and the third is at most ½ in size because |xᵢyᵢ| ≤ R²/2. Hence

∂²F/∂xᵢ∂yᵢ ≤ ln R + 3/2 → −∞.

The proof shows that R tends to zero from above, then compares with this upper bound.

```lean
/-- The mixed derivative of the Fock term in `xᵢ` and `yᵢ` tends to `-∞` at the origin. -/
theorem tendsto_mixed (i : ι) :
    Tendsto (fun p : (ι → ℝ) × (ι → ℝ) => partialY i (partialX i fockTerm) p.1 p.2)
      (𝓝[≠] 0) atBot := by
  have hc : Continuous fun p : (ι → ℝ) × (ι → ℝ) => hyperR p.1 p.2 := by
    simp only [hyperR, dotProduct]
    fun_prop
  have hR : Tendsto (fun p : (ι → ℝ) × (ι → ℝ) => hyperR p.1 p.2) (𝓝[≠] 0) (𝓝[>] 0) := by
    refine tendsto_nhdsWithin_iff.2 ⟨?_, ?_⟩
    · exact (hc.tendsto' 0 0 (by simp [hyperR])).mono_left nhdsWithin_le_nhds
    · filter_upwards [self_mem_nhdsWithin] with p hp
      exact hyperR_pos hp
  refine tendsto_atBot_mono' _ ?_
    (tendsto_atBot_add_const_right _ (3 / 2 : ℝ) (Real.tendsto_log_nhdsGT_zero.comp hR))
  filter_upwards [self_mem_nhdsWithin] with p hp
  obtain ⟨x, y⟩ := p
  have hpos : 0 < hyperR x y := hyperR_pos hp
  have hm : partialY i (partialX i fockTerm) x y = _ :=
    (hasDerivAt_mixed x y i hpos.ne').deriv
  have hle : ∀ z : ι → ℝ, z i * z i ≤ z ⬝ᵥ z := fun z =>
    Finset.single_le_sum (f := fun j => z j * z j)
      (fun j _ => mul_self_nonneg (z j)) (Finset.mem_univ i)
  have hx := hle x
  have hy := hle y
  have hs := hyperR_sq x y
  -- everything except the logarithm is bounded by 3/2
  have h1 : (x i ^ 2 + y i ^ 2) / hyperR x y ^ 2 ≤ 1 := by
    rw [div_le_one (by positivity)]
    linarith [sq (x i), sq (y i)]
  have hq : |x i * y i| ≤ hyperR x y ^ 2 / 2 := by
    rw [abs_le]
    constructor <;> nlinarith [sq_nonneg (x i + y i), sq_nonneg (x i - y i)]
  have hprod : |x ⬝ᵥ y * (x i * y i)| ≤ hyperR x y ^ 2 / 2 * (hyperR x y ^ 2 / 2) := by
    rw [abs_mul]
    exact mul_le_mul (abs_dot_le x y) hq (abs_nonneg _) (by positivity)
  have h2 : -(1 / 2) ≤ 2 * (x ⬝ᵥ y) * (x i * y i) / hyperR x y ^ 4 := by
    rw [le_div_iff₀ (by positivity)]
    linarith [(abs_le.1 hprod).1]
  change partialY i (partialX i fockTerm) x y ≤ Real.log (hyperR x y) + 3 / 2
  rw [hm]
  linarith
```

For n = 3 the factor is 8 and the bound is 4. The hypothesis `hyperR x y ≠ 0` excludes only the point where both electrons are at the nucleus.

```lean
/-- For two electrons in three dimensions, `ΔF = 8 x·y / R²` is bounded by 4 away from the
origin, while each mixed derivative of `F` in `xᵢ` and `yᵢ` tends to `-∞` there. -/
theorem bounded_laplacian_hides_logarithm :
    (∀ x y : Fin 3 → ℝ, hyperR x y ≠ 0 →
      laplacian fockTerm x y = 8 * (x ⬝ᵥ y) / hyperR x y ^ 2 ∧
      |laplacian fockTerm x y| ≤ 4) ∧
    ∀ i : Fin 3, Tendsto (fun p : (Fin 3 → ℝ) × (Fin 3 → ℝ) =>
      partialY i (partialX i fockTerm) p.1 p.2) (𝓝[≠] 0) atBot := by
  refine ⟨fun x y h => ⟨?_, ?_⟩, tendsto_mixed⟩
  · rw [laplacian_fockTerm x y h, Fintype.card_fin]
    norm_num
  · have hb := abs_laplacian_le x y h
    rw [Fintype.card_fin] at hb
    norm_num at hb
    exact hb

end

end FockLogarithm
```
```lean
#print axioms FockLogarithm.hasDerivAt_fockTerm
#print axioms FockLogarithm.laplacian_diagonal
#print axioms FockLogarithm.bounded_laplacian_hides_logarithm
```

```
'FockLogarithm.hasDerivAt_fockTerm' depends on axioms: [propext, Classical.choice, Quot.sound]
'FockLogarithm.laplacian_diagonal' depends on axioms: [propext, Classical.choice, Quot.sound]
'FockLogarithm.bounded_laplacian_hides_logarithm' depends on axioms: [propext, Classical.choice, Quot.sound]
```

**Q:** Do all mixed derivatives diverge?

**A:** No. For i ≠ j the same differentiation gives

∂²F/∂xᵢ∂yⱼ = (xᵢxⱼ + yᵢyⱼ)/R² − 2(x·y)xᵢyⱼ/R⁴,

with no bare logarithm. Each term is at most ½ in size, so the whole is bounded by 1.

**Q:** Where would I meet this in a calculation?

**A:** In variational Monte Carlo for a two-electron atom, the local energy in atomic units contains −½Δψ/ψ. As a model of ψ near the nucleus, take ψ = 1 + cF with c a real constant. This form is not normalisable over all space, so a full trial function must differ from it at large R. Since |F| ≤ R²|ln R|/2 → 0, its local kinetic energy

−½ cΔF/(1 + cF)

stays bounded near the origin. At x = y = (a, 0, 0) it tends to −2c as a → 0, while ∂²F/∂x₁∂y₁ = ln R + ½, about −13.3 at R = 10⁻⁶. These last two answers are derived by hand here. The boundedness covers only the kinetic part of the local energy: the Coulomb potential still diverges and needs other terms in ψ to balance it.
